# Uniform stationary state and mean current of asymmetric exclusion on a ring

On a ring of L ≥ 3 sites with N particles, 0 < N < L, let each particle hop one site to the right at rate p ≥ 0 and one site to the left at rate q ≥ 0, provided that the target site is empty. The uniform distribution on the N-particle configurations is stationary, and in it every bond carries the mean current

J = (p − q) N (L − N) / (L (L − 1)).

The main theorem below covers this case and also admits L = 2, N = 0 and N = L. For a kinetic Monte Carlo program simulating this one-species model with the same rates on every bond, J is an exact finite-size value to compare with the net number of hops to the right per bond and unit time, measured in this stationary state.

## Cancellation around the ring

Let S be the set of occupied sites, and let n_i be 1 if site i is occupied and 0 if it is empty. Site indices are taken modulo L. Write S^i for the configuration in which the contents of sites i and i+1 have been exchanged. The total hopping rate across the bond (i, i+1) is

r_i(S) = p n_i (1 − n_{i+1}) + q n_{i+1} (1 − n_i),

and the probability P(S) obeys the master equation

dP(S)/dt = Σ_i [ r_i(S^i) P(S^i) − r_i(S) P(S) ].

An exchange conserves the particle number, so the uniform distribution has P(S^i) = P(S). In r_i(S^i) the two occupations trade places, which gives

r_i(S^i) − r_i(S) = (p − q) [ n_{i+1} (1 − n_i) − n_i (1 − n_{i+1}) ] = (p − q)(n_{i+1} − n_i).

The sum over i telescopes to zero on the ring. Individual bonds need not balance; only their sum does.

## The current as a counting problem

The net current across the bond (i, i+1) is

J_i(S) = p n_i (1 − n_{i+1}) − q n_{i+1} (1 − n_i).

It is the rate of hops to the right minus the rate of hops to the left across that bond. It also obeys the continuity equation of the dynamics, which by itself would fix a current only up to a term that is the same on all bonds. To derive that equation, take the mean of an observable f. Relabelling S as S^i in the gain term yields

d⟨f⟩/dt = ⟨ Σ_i r_i(S) [ f(S^i) − f(S) ] ⟩.

For f = n_{j+1} only bonds j and j+1 contribute. The first gives r_j (n_j − n_{j+1}) = J_j, the second r_{j+1} (n_{j+2} − n_{j+1}) = −J_{j+1}, and therefore

d⟨n_{j+1}⟩/dt = ⟨J_j⟩ − ⟨J_{j+1}⟩.

It remains to find the probability that one given site is occupied and another is empty. For 0 < N < L, the other N − 1 particles are distributed over the remaining L − 2 sites, so the probability is

C(L−2, N−1) / C(L, N) = [(L−2)! / ((N−1)! (L−N−1)!)] · [N! (L−N)! / L!] = N (L − N) / (L (L − 1)).

For N = 0 or N = L both the probability and the last expression vanish. The two terms of J_i have this same mean, apart from their prefactors p and −q, and the stated current follows.

**The two-site ring.** For L = 2 and N = 1 there are two configurations, each of probability 1/2, and two distinct bonds, (0, 1) and (1, 0), joining the same pair of sites. Across the first, the current is p when site 0 is occupied and −q when site 1 is. Its mean is (p − q)/2, as the formula says.

**Unequal bonds.** If the rates differ from bond to bond, the uniform distribution can fail to be stationary, although it remains stationary when the difference p − q is the same on every bond. Take L = 3, N = 1, q = 0, and let the right hopping rates from sites 0, 1 and 2 be 1, 1 and 2. Under the uniform distribution, site 0 gains probability at rate 2/3 and loses it at rate 1/3, so the distribution is not stationary.

## Configurations, rates and the master equation in Lean

Sites are elements of `ZMod L`, whose addition supplies the periodic boundary. The assumption `NeZero L` excludes L = 0, for which `ZMod L` would be the infinite set of integers.

```lean
import Mathlib

noncomputable section

namespace ExclusionRing

variable {L : ℕ} [NeZero L]
```

A configuration is a finite set of sites, so double occupancy is impossible by construction. The function `occ` is n_i as a real number.

```lean
/-- Occupation number (0 or 1) of site `i` in the configuration whose occupied sites form `S`. -/
def occ (S : Finset (ZMod L)) (i : ZMod L) : ℝ := if i ∈ S then 1 else 0
```

The next definition is S^i: the occupied set is carried through the transposition of i and i+1.

```lean
/-- The configuration obtained by exchanging the contents of sites `i` and `i + 1`. -/
def exchange (i : ZMod L) (S : Finset (ZMod L)) : Finset (ZMod L) :=
  S.map (Equiv.swap i (i + 1)).toEmbedding
```

The rate and the current differ only in the sign of the left-hopping term. Both rates are arbitrary real numbers here; the algebra needs no sign condition, although only p, q ≥ 0 describes a stochastic process.

```lean
/-- Total rate of hops across the bond `(i, i + 1)`: rate `p` to the right and `q` to the left,
each only into an empty site. -/
def rate (p q : ℝ) (i : ZMod L) (S : Finset (ZMod L)) : ℝ :=
  p * (occ S i * (1 - occ S (i + 1))) + q * (occ S (i + 1) * (1 - occ S i))

/-- Net current across the bond `(i, i + 1)`: right hopping rate minus left hopping rate. -/
def current (p q : ℝ) (i : ZMod L) (S : Finset (ZMod L)) : ℝ :=
  p * (occ S i * (1 - occ S (i + 1))) - q * (occ S (i + 1) * (1 - occ S i))
```

The function `master` is the right-hand side of the master equation. Stationarity means that it vanishes for every configuration; no time-dependent solution is constructed.

```lean
/-- Right-hand side of the master equation: gain minus loss of probability, summed over bonds. -/
def master (p q : ℝ) (P : Finset (ZMod L) → ℝ) (S : Finset (ZMod L)) : ℝ :=
  ∑ i, (rate p q i (exchange i S) * P (exchange i S) - rate p q i S * P S)
```

The uniform weight is 1/C(L, N) on sets with N elements and zero on all others, so the sums may run over all subsets of the ring.

```lean
/-- The uniform distribution on configurations with `N` particles. -/
def uniform (N : ℕ) (S : Finset (ZMod L)) : ℝ :=
  if S.card = N then ((L.choose N : ℕ) : ℝ)⁻¹ else 0

/-- Mean of the observable `f` under the weights `P`. -/
def mean (P f : Finset (ZMod L) → ℝ) : ℝ := ∑ S, P S * f S
```

## Exchanges and the continuity equation

Two facts about exchanges carry the dynamics: they swap the occupations of the two sites, and applying the same exchange twice restores the configuration.

```lean
omit [NeZero L] in
/-- After an exchange, each site has the occupation of its exchange partner. -/
theorem occ_exchange (i j : ZMod L) (S : Finset (ZMod L)) :
    occ (exchange i S) j = occ S (Equiv.swap i (i + 1) j) := by
  have h : j ∈ S.map (Equiv.swap i (i + 1)).toEmbedding ↔ Equiv.swap i (i + 1) j ∈ S := by
    rw [Finset.mem_map_equiv, Equiv.symm_swap]
  unfold occ exchange
  by_cases hj : Equiv.swap i (i + 1) j ∈ S
  · rw [if_pos (h.2 hj), if_pos hj]
  · rw [if_neg (fun a => hj (h.1 a)), if_neg hj]

omit [NeZero L] in
/-- Exchanging the same two sites twice restores the configuration. -/
theorem exchange_exchange (i : ZMod L) (S : Finset (ZMod L)) :
    exchange i (exchange i S) = S := by
  ext j
  have h := (Equiv.swap i (i + 1)).symm_apply_apply j
  rw [Equiv.symm_swap] at h
  simp only [exchange, Finset.mem_map_equiv, Equiv.symm_swap, h]
```

The second fact makes the exchange a permutation of the configurations. `Equiv.sum_comp` uses it to relabel the gain term, which proves the evolution equation for the mean of f.

```lean
/-- Under the master equation the mean of an observable changes at the mean of
hopping rate times change of the observable, summed over bonds. -/
theorem mean_master (p q : ℝ) (P f : Finset (ZMod L) → ℝ) :
    mean (master p q P) f =
      mean P (fun S => ∑ i, rate p q i S * (f (exchange i S) - f S)) := by
  have key : ∀ i : ZMod L,
      ∑ S, (rate p q i (exchange i S) * P (exchange i S) - rate p q i S * P S) * f S =
        ∑ S, P S * (rate p q i S * (f (exchange i S) - f S)) := by
    intro i
    -- relabel the gain term by the exchange
    have h : ∑ S, rate p q i (exchange i S) * P (exchange i S) * f (exchange i (exchange i S))
        = ∑ S, rate p q i S * P S * f (exchange i S) :=
      Equiv.sum_comp (Function.Involutive.toPerm (exchange i) (exchange_exchange i))
        (fun S => rate p q i S * P S * f (exchange i S))
    simp only [exchange_exchange] at h
    simp only [sub_mul, Finset.sum_sub_distrib, h]
    rw [← Finset.sum_sub_distrib]
    exact Finset.sum_congr rfl fun S _ => by ring
  simp only [mean, master, Finset.sum_mul, Finset.mul_sum]
  exact Finset.sum_comm.trans
    ((Finset.sum_congr rfl fun i _ => key i).trans Finset.sum_comm)
```

Setting f to the occupation of site j+1 gives the continuity equation for any weights P. The proof distinguishes the bond on the left of that site, the bond on its right, and all others; on the first two it checks the possible occupations. The condition L ≥ 2 ensures that j and j+1 are different sites.

```lean
/-- Lattice continuity equation: the mean occupation of site `j + 1` changes at the mean current
entering from the left minus the mean current leaving to the right. -/
theorem continuity (hL : 2 ≤ L) (p q : ℝ) (P : Finset (ZMod L) → ℝ) (j : ZMod L) :
    mean (master p q P) (fun S => occ S (j + 1)) =
      mean P (current p q j) - mean P (current p q (j + 1)) := by
  have : Fact (1 < L) := ⟨hL⟩
  have hne : j ≠ j + 1 := fun h =>
    one_ne_zero (α := ZMod L) (by linear_combination (-1 : ZMod L) * h)
  have h01 : ∀ (S : Finset (ZMod L)) i, occ S i = 0 ∨ occ S i = 1 := by
    intro S i
    unfold occ
    split_ifs <;> simp
  rw [mean_master]
  unfold mean
  rw [← Finset.sum_sub_distrib]
  refine Finset.sum_congr rfl fun S _ => ?_
  -- only the two bonds that touch the site contribute
  have ht : ∀ i, rate p q i S * (occ (exchange i S) (j + 1) - occ S (j + 1)) =
      (if i = j then current p q i S else 0) - (if i = j + 1 then current p q i S else 0) := by
    intro i
    rw [occ_exchange]
    by_cases h1 : i = j
    · subst h1
      rw [if_pos rfl, if_neg hne, Equiv.swap_apply_right]
      rcases h01 S i with a | a <;> rcases h01 S (i + 1) with b | b <;>
        simp [rate, current, a, b]
    · by_cases h2 : i = j + 1
      · rw [if_neg h1, if_pos h2, ← h2, Equiv.swap_apply_left]
        rcases h01 S i with a | a <;> rcases h01 S (i + 1) with b | b <;>
          simp [rate, current, a, b]
      · rw [if_neg h1, if_neg h2, Equiv.swap_apply_of_ne_of_ne (Ne.symm h2)
          (fun h => h1 (add_right_cancel h).symm)]
        ring
  beta_reduce
  rw [Finset.sum_congr rfl fun i _ => ht i, Finset.sum_sub_distrib]
  simp only [Finset.sum_ite_eq', Finset.mem_univ, if_true]
  ring
```

## Stationarity

The local identity `ht` is the bond-by-bond difference (p − q)(n_{i+1} − n_i) times the uniform weight. The identity `hs` says that shifting every site by one leaves the total occupation unchanged, which is the telescoping step.

```lean
/-- The uniform distribution at fixed particle number is stationary under the master equation. -/
theorem uniform_stationary (p q : ℝ) (N : ℕ) (S : Finset (ZMod L)) :
    master p q (uniform N) S = 0 := by
  have ht : ∀ i, rate p q i (exchange i S) * uniform N (exchange i S)
      - rate p q i S * uniform N S = (p - q) * uniform N S * (occ S (i + 1) - occ S i) := by
    intro i
    have hu : uniform N (exchange i S) = uniform N S := by
      simp only [uniform, exchange, Finset.card_map]
    rw [hu]
    simp only [rate, occ_exchange, Equiv.swap_apply_left, Equiv.swap_apply_right]
    ring
  -- the differences telescope around the ring
  have hs : ∑ i, occ S (i + 1) = ∑ i, occ S i :=
    Equiv.sum_comp (Equiv.addRight (1 : ZMod L)) (occ S)
  unfold master
  rw [Finset.sum_congr rfl fun i _ => ht i, ← Finset.mul_sum, Finset.sum_sub_distrib, hs,
    sub_self, mul_zero]
```

The theorem says nothing about uniqueness or relaxation. At p = q = 0, for instance, every distribution is stationary.

## Counting an occupied and an empty site

With N = k + 1, removing the particle at i turns each admissible configuration into a choice of k sites among the L − 2 others, and putting it back inverts the map.

```lean
/-- The number of configurations of `k + 1` particles with site `i` occupied and another
site `j` empty is the binomial coefficient `L - 2` over `k`. -/
theorem pair_count {i j : ZMod L} (h : i ≠ j) (k : ℕ) :
    ((Finset.powersetCard (k + 1) Finset.univ).filter
      (fun S : Finset (ZMod L) => i ∈ S ∧ j ∉ S)).card = (L - 2).choose k := by
  have hc : ((Finset.univ.erase i).erase j).card = L - 2 := by
    have h1 := Finset.card_erase_of_mem (Finset.mem_univ i)
    have h2 := Finset.card_erase_of_mem
      (Finset.mem_erase.2 ⟨h.symm, Finset.mem_univ j⟩)
    have h3 : (Finset.univ : Finset (ZMod L)).card = L := by
      rw [Finset.card_univ, ZMod.card]
    omega
  have hout : ∀ T ∈ Finset.powersetCard k ((Finset.univ.erase i).erase j), i ∉ T ∧ j ∉ T := by
    intro T hT
    have hs := (Finset.mem_powersetCard.1 hT).1
    exact ⟨fun a => by simpa using hs a, fun a => by simpa using hs a⟩
  rw [← hc, ← Finset.card_powersetCard]
  -- remove, or put back, the particle at site i
  refine Finset.card_bij' (fun S _ => S.erase i) (fun T _ => insert i T) ?_ ?_ ?_ ?_
  · intro S hS
    obtain ⟨hS, hi, hj⟩ := Finset.mem_filter.1 hS
    have hk := (Finset.mem_powersetCard.1 hS).2
    have he := Finset.card_erase_of_mem hi
    refine Finset.mem_powersetCard.2 ⟨fun x hx => ?_, by omega⟩
    have hx' := Finset.mem_erase.1 hx
    exact Finset.mem_erase.2 ⟨fun e => hj (e ▸ hx'.2),
      Finset.mem_erase.2 ⟨hx'.1, Finset.mem_univ x⟩⟩
  · intro T hT
    have hk := (Finset.mem_powersetCard.1 hT).2
    simp [Finset.mem_powersetCard, Finset.card_insert_of_notMem (hout T hT).1, hk,
      (hout T hT).2, h.symm]
  · intro S hS
    exact Finset.insert_erase (Finset.mem_filter.1 hS).2.1
  · intro T hT
    exact Finset.erase_insert (hout T hT).1
```

The mean is then this count divided by C(L, N). The case N = 0 is treated separately. Otherwise, with m = L − 2, the ratio follows from

C(m, k)(m + 1) = C(m+1, k)(m + 1 − k),
(m + 2) C(m+1, k) = C(m+2, k+1)(k + 1),

which are `h1` and `h2`; `linear_combination` joins them.

```lean
/-- In the uniform distribution, a given site is occupied and another given site is empty
with probability `N (L - N) / (L (L - 1))`. -/
theorem mean_pair (hL : 2 ≤ L) {N : ℕ} (hN : N ≤ L) {i j : ZMod L} (h : i ≠ j) :
    mean (uniform N) (fun S => occ S i * (1 - occ S j)) =
      (N : ℝ) * (L - N) / (L * (L - 1)) := by
  rcases N with _ | k
  · have h0 : ∀ S : Finset (ZMod L), uniform 0 S * (occ S i * (1 - occ S j)) = 0 := by
      intro S
      by_cases hS : S.card = 0
      · rw [Finset.card_eq_zero] at hS
        simp [hS, occ]
      · simp only [uniform, if_neg hS, zero_mul]
    simp [mean, h0]
  · have ht : ∀ S : Finset (ZMod L), uniform (k + 1) S * (occ S i * (1 - occ S j)) =
        if S ∈ (Finset.powersetCard (k + 1) Finset.univ).filter
          (fun S : Finset (ZMod L) => i ∈ S ∧ j ∉ S)
        then ((L.choose (k + 1) : ℕ) : ℝ)⁻¹ else 0 := by
      intro S
      by_cases h1 : S.card = k + 1 <;> by_cases h2 : i ∈ S <;> by_cases h3 : j ∈ S <;>
        simp [uniform, occ, Finset.mem_powersetCard, h1, h2, h3]
    unfold mean
    rw [Finset.sum_congr rfl fun S _ => ht S, Finset.sum_ite_mem, Finset.univ_inter,
      Finset.sum_const, pair_count h, nsmul_eq_mul]
    -- ratio of the two binomial coefficients
    clear ht
    have hm : ∃ m, L = m + 2 := ⟨L - 2, by omega⟩
    obtain ⟨m, hm⟩ := hm
    have hpos : ((L.choose (k + 1) : ℕ) : ℝ) ≠ 0 := by
      exact_mod_cast (Nat.choose_pos hN).ne'
    have hLm : (L : ℝ) = m + 2 := by rw [hm]; norm_num
    have hsub : L - 2 = m := by omega
    have h1 : (m.choose k : ℝ) * (m + 1) = (m + 1).choose k * (m + 1 - k) := by
      have h' : ((m + 1 - k : ℕ) : ℝ) = m + 1 - k := by
        rw [Nat.cast_sub (by omega)]; norm_num
      rw [← h']
      exact_mod_cast Nat.choose_mul_succ_eq m k
    have h2 : ((m : ℝ) + 2) * (m + 1).choose k = L.choose (k + 1) * (k + 1) := by
      have h' : (m + 2) * (m + 1).choose k = L.choose (k + 1) * (k + 1) := by
        rw [hm]; exact Nat.add_one_mul_choose_eq (m + 1) k
      exact_mod_cast h'
    have hd : ((m : ℝ) + 2) * (m + 2 - 1) ≠ 0 := by
      have e : (m : ℝ) + 2 - 1 = m + 1 := by ring
      rw [e]; positivity
    rw [hsub, hLm, ← div_eq_mul_inv, div_eq_div_iff hpos hd]
    push_cast
    linear_combination ((m : ℝ) + 2) * h1 + ((m : ℝ) + 1 - k) * h2
```

## The stationary state and its current

The main theorem has three parts: the weights sum to one, the master equation's right-hand side vanishes, and every bond has the stated mean current. For the last part, `hlin` splits the current into its p and q terms, and `mean_pair` is applied to each.

```lean
/-- Asymmetric exclusion on a ring: the uniform distribution on `N`-particle configurations is
normalised and stationary, and each bond carries mean current `(p - q) N (L - N) / (L (L - 1))`. -/
theorem stationary_state_and_current (hL : 2 ≤ L) {N : ℕ} (hN : N ≤ L) (p q : ℝ) :
    (∑ S : Finset (ZMod L), uniform N S = 1) ∧
    (∀ S : Finset (ZMod L), master p q (uniform N) S = 0) ∧
    ∀ i : ZMod L, mean (uniform N) (current p q i) =
      (p - q) * N * (L - N) / (L * (L - 1)) := by
  refine ⟨?_, uniform_stationary p q N, fun i => ?_⟩
  · have hf : (Finset.univ.filter fun S : Finset (ZMod L) => S.card = N) =
        Finset.powersetCard N Finset.univ := by
      ext S
      simp [Finset.mem_powersetCard]
    have hpos : ((L.choose N : ℕ) : ℝ) ≠ 0 := by
      exact_mod_cast (Nat.choose_pos hN).ne'
    unfold uniform
    rw [← Finset.sum_filter, hf, Finset.sum_const, Finset.card_powersetCard,
      Finset.card_univ, ZMod.card, nsmul_eq_mul, mul_inv_cancel₀ hpos]
  · have : Fact (1 < L) := ⟨hL⟩
    have hne : i ≠ i + 1 := fun h =>
      one_ne_zero (α := ZMod L) (by linear_combination (-1 : ZMod L) * h)
    have hlin : mean (uniform N) (current p q i) =
        p * mean (uniform N) (fun S => occ S i * (1 - occ S (i + 1))) -
        q * mean (uniform N) (fun S => occ S (i + 1) * (1 - occ S i)) := by
      unfold mean
      rw [Finset.mul_sum, Finset.mul_sum, ← Finset.sum_sub_distrib]
      exact Finset.sum_congr rfl fun S _ => by simp only [current]; ring
    rw [hlin, mean_pair hL hN hne, mean_pair hL hN hne.symm]
    ring
```

When the ring is neither empty nor full, the factor N(L − N) is positive, so the current vanishes only for equal rates. On a full ring it vanishes whatever the rates, since no particle can move.

```lean
/-- On a ring that is neither empty nor full, the mean current in the uniform distribution
vanishes exactly when the two hopping rates are equal. -/
theorem current_eq_zero_iff {N : ℕ} (h0 : 0 < N) (hN : N < L) (p q : ℝ) (i : ZMod L) :
    mean (uniform N) (current p q i) = 0 ↔ p = q := by
  have hL : 2 ≤ L := by omega
  rw [(stationary_state_and_current hL hN.le p q).2.2 i]
  constructor
  · intro h
    by_contra hpq
    have a : (0 : ℝ) < N := by exact_mod_cast h0
    have b : (N : ℝ) < L := by exact_mod_cast hN
    have c : (2 : ℝ) ≤ L := by exact_mod_cast hL
    have d : (L : ℝ) * (L - 1) ≠ 0 :=
      mul_ne_zero (by linarith) (by linarith)
    exact div_ne_zero (mul_ne_zero (mul_ne_zero (sub_ne_zero.2 hpq) a.ne')
      (sub_pos.2 b).ne') d h
  · intro h
    simp [h]

end ExclusionRing
```

```lean
#print axioms ExclusionRing.continuity
-- 'ExclusionRing.continuity' depends on axioms: [propext, Classical.choice, Quot.sound]
#print axioms ExclusionRing.stationary_state_and_current
-- 'ExclusionRing.stationary_state_and_current' depends on axioms: [propext, Classical.choice, Quot.sound]
#print axioms ExclusionRing.current_eq_zero_iff
-- 'ExclusionRing.current_eq_zero_iff' depends on axioms: [propext, Classical.choice, Quot.sound]
```
